# An example in which eliminating the small component and restricting it to a gradient give different spin-free kinetic matrices

Take the Dirac equation in a finite real basis, with ħ = 1 and the spin-dependent terms dropped. The columns of `D` are the gradients of the large-component basis functions, expanded in an orthonormal small-component basis, and `M` is the matrix of (2mc² − V + E)/c² in that basis, with E measured from the rest energy mc². Direct elimination of the small component gives the kinetic matrix `Dᵀ M⁻¹ D`. The modified equation, in which the small component is restricted to a gradient, gives `Dᵀ D (Dᵀ M D)⁻¹ Dᵀ D`.

The theorem compares these two expressions for one choice of matrices. There is one basis function, whose gradient is the unit vector along the first of two small-component channels, and `M` is a symmetric matrix with rows (2, 1) and (1, 1), chosen to couple the channels. The two kinetic matrices are then the single numbers 1 and 1/2, and the statement is that the first minus the second is 1/2. The attempt proves the two inverses it needs, puts them into the definitions, and leaves the one remaining matrix entry to `norm_num`.

In Lean, a first try:

```lean
import Mathlib

open Matrix

namespace SpinSeparation

noncomputable section

variable {m n : Type*} [Fintype m] [Fintype n] [DecidableEq m] [DecidableEq n]

/-- Spin-free kinetic matrix `Dᵀ M⁻¹ D` from direct elimination of the small component,
for a gradient matrix `D` and an invertible `M`. -/
def eliminatedKinetic (D : Matrix m n ℝ) (M : Matrix m m ℝ) : Matrix n n ℝ :=
  Dᵀ * M⁻¹ * D

/-- Pseudo-large amplitude `(Dᵀ M D)⁻¹ Dᵀ D` as a linear function of the large component,
for invertible `Dᵀ M D`. -/
def pseudoLarge (D : Matrix m n ℝ) (M : Matrix m m ℝ) : Matrix n n ℝ :=
  (Dᵀ * M * D)⁻¹ * (Dᵀ * D)

/-- Spin-free kinetic matrix `Dᵀ D (Dᵀ M D)⁻¹ Dᵀ D` of the modified equation, in which the
small component is a gradient; the domain is invertible `Dᵀ M D`. -/
def modifiedKinetic (D : Matrix m n ℝ) (M : Matrix m m ℝ) : Matrix n n ℝ :=
  Dᵀ * D * pseudoLarge D M

/-- Gradient matrix of one basis function whose gradient lies in the first of two small-component
channels. -/
def axisGradient : Matrix (Fin 2) (Fin 1) ℝ := !![1; 0]

/-- A symmetric matrix that couples two small-component channels. -/
def channelCoupling : Matrix (Fin 2) (Fin 2) ℝ := !![2, 1; 1, 1]

/-- For `axisGradient` and `channelCoupling` the two spin-free kinetic matrices differ
by `1/2`. -/
theorem kinetic_difference_example :
    eliminatedKinetic axisGradient channelCoupling
      - modifiedKinetic axisGradient channelCoupling = !![1 / 2] := by
  have hM : channelCoupling⁻¹ = !![1, -1; -1, 2] := by
    apply Matrix.inv_eq_right_inv
    ext i j
    fin_cases i <;> fin_cases j <;>
      norm_num [channelCoupling, Matrix.mul_apply, Fin.sum_univ_two]
  have hW : (axisGradientᵀ * channelCoupling * axisGradient)⁻¹ = !![1 / 2] := by
    apply Matrix.inv_eq_right_inv
    ext i j
    fin_cases i; fin_cases j
    norm_num [axisGradient, channelCoupling, Matrix.mul_apply, Fin.sum_univ_two]
  unfold eliminatedKinetic modifiedKinetic pseudoLarge
  rw [hM, hW]
  ext i j
  fin_cases i; fin_cases j
  norm_num [axisGradient, Matrix.mul_apply, Fin.sum_univ_two]

end

end SpinSeparation
```

The compiler's answer:

```
Main.lean:37:68: error: unsolved goals
case «0».«0»
hM : channelCoupling⁻¹ = !![1, -1; -1, 2]
hW : (axisGradientᵀ * channelCoupling * axisGradient)⁻¹ = !![1 / 2]
⊢ 1 - (![1 / 2] ᵥ* (!![1; 0]ᵀ * !![1; 0])) 0 = 1 / 2
```

Diagnosis. The message shows a true goal that `norm_num` left unfinished. The eliminated term has been worked out as 1, but the modified term is still a row vector times a matrix, `![1 / 2] ᵥ* (!![1; 0]ᵀ * !![1; 0])`, taken at entry 0. Its value is 1/2, which would close the goal.

The simplifier had turned the product with `!![1 / 2]` into this `ᵥ*` form. `Matrix.mul_apply` rewrites an entry of a matrix product, but here the inner product stands whole as an argument of `ᵥ*`, with no indices applied to it, so the lemma can't expand it.

The repair removes that inner product before `norm_num` runs. The new fact `hT` proves entrywise that `axisGradientᵀ * axisGradient = 1`. Rewriting with it turns the modified term into `1 * (!![1 / 2] * 1)`, and `Matrix.one_mul` and `Matrix.mul_one` reduce this to `!![1 / 2]`. The final `norm_num` then has only the eliminated term to compute and the subtraction 1 − 1/2 to check.

This version goes through:

```diff
@@ -46,6 +46,10 @@
     fin_cases i; fin_cases j
     norm_num [axisGradient, channelCoupling, Matrix.mul_apply, Fin.sum_univ_two]
+  have hT : axisGradientᵀ * axisGradient = 1 := by
+    ext i j
+    fin_cases i; fin_cases j
+    norm_num [axisGradient, Matrix.mul_apply, Fin.sum_univ_two]
   unfold eliminatedKinetic modifiedKinetic pseudoLarge
-  rw [hM, hW]
+  rw [hM, hW, hT, Matrix.one_mul, Matrix.mul_one]
   ext i j
   fin_cases i; fin_cases j
```
